# For N spins 1/2 with ħ = 1, S-S+ − S+S- is the number of down spins minus the number of up spins

The theorem `lower_raise` concerns a finite set of `N` spins 1/2, whose state `f` gives a real amplitude, not necessarily normalised, to each set `A` of up spins. The operators S+ and S- are the total raising and lowering operators in units with ħ = 1, each a sum of single-spin flips with coefficient 1. The theorem states that the amplitude of S-S+`f` at `A` is that of S+S-`f` plus (N − 2n) times `f A`, where n is the number of spins in `A`. The proof splits each product into a diagonal term, in which the same spin is flipped and flipped back, and a double sum, in which one spin of `A` is turned down and one outside `A` is turned up. The double sums agree once their order is exchanged, and the diagonal terms count the down spins in S-S+ and the up spins in S+S-, which gives the difference.

As first written in Lean, the proof fails:

```lean
import Mathlib

open Module

namespace LowerRaise

noncomputable section

/-- A real state of `N` spins 1/2: an amplitude for each set of up spins. -/
abbrev Wave (N : ℕ) := Finset (Fin N) → ℝ

/-- The raising operator `S+`, which turns one down spin up in all possible ways. -/
def raise (N : ℕ) : Wave N →ₗ[ℝ] Wave N where
  toFun f A := ∑ a ∈ A, f (A.erase a)
  map_add' f g := by funext A; simp [Finset.sum_add_distrib]
  map_smul' c f := by funext A; simp [Finset.mul_sum]

/-- The lowering operator `S-`, which turns one up spin down in all possible ways. -/
def lower (N : ℕ) : Wave N →ₗ[ℝ] Wave N where
  toFun f A := ∑ b ∈ Aᶜ, f (insert b A)
  map_add' f g := by funext A; simp [Finset.sum_add_distrib]
  map_smul' c f := by funext A; simp [Finset.mul_sum]

/-- The su(2) relation `S-S+ = S+S- + (N - 2n)`, where `n` is the number of up spins. -/
theorem lower_raise {N : ℕ} (f : Wave N) (A : Finset (Fin N)) :
    lower N (raise N f) A = raise N (lower N f) A + ((N : ℝ) - 2 * A.card) * f A := by
  have hc : (Aᶜ.card : ℝ) = N - A.card := by
    have h := Finset.card_add_card_compl A
    rw [Fintype.card_fin] at h
    have h' : (A.card : ℝ) + (Aᶜ.card : ℝ) = N := by exact_mod_cast h
    linarith
  -- flipping a spin up and the same one down again gives the diagonal term
  have h1 : lower N (raise N f) A =
      (Aᶜ.card : ℝ) * f A + ∑ b ∈ Aᶜ, ∑ a ∈ A, f (insert b (A.erase a)) := by
    change ∑ b ∈ Aᶜ, ∑ a ∈ insert b A, f ((insert b A).erase a) = _
    rw [← nsmul_eq_mul, ← Finset.sum_const, ← Finset.sum_add_distrib]
    refine Finset.sum_congr rfl fun b hb => ?_
    have hb' : b ∉ A := Finset.mem_compl.mp hb
    rw [Finset.sum_insert hb', Finset.erase_insert hb']
    congr 1
    refine Finset.sum_congr rfl fun a ha => ?_
    rw [Finset.erase_insert_of_ne (fun h => hb' (h ▸ ha))]
  have h2 : raise N (lower N f) A =
      (A.card : ℝ) * f A + ∑ a ∈ A, ∑ b ∈ Aᶜ, f (insert b (A.erase a)) := by
    change ∑ a ∈ A, ∑ b ∈ (A.erase a)ᶜ, f (insert b (A.erase a)) = _
    rw [← nsmul_eq_mul, ← Finset.sum_const, ← Finset.sum_add_distrib]
    refine Finset.sum_congr rfl fun a ha => ?_
    have ha' : a ∉ Aᶜ := fun h => Finset.mem_compl.mp h ha
    rw [Finset.compl_erase, Finset.sum_insert ha', Finset.insert_erase ha]
  rw [h1, h2, hc, Finset.sum_comm]
  ring

end

end LowerRaise
```

Messages:

```
Main.lean:42:49: error: invalid `▸` notation, expected result type of cast is 
  b ∈ A
however, the equality 
  h
of type 
  ?m.224 = ?m.225
does not contain the expected result type on either the left or the right hand side
```

Cause. The error lies in the proof that the spins `b` and `a` differ, which `Finset.erase_insert_of_ne` needs before an erasure can be moved past an insertion. That proof is written inside the `rw`, where Lean elaborates it before matching the lemma against the goal. The two sides of `h` are therefore still unknown, shown as `?m.224 = ?m.225`. The notation `h ▸ ha` has to turn `ha : a ∈ A` into `b ∈ A` by rewriting with `h`, but Lean finds neither side of that equality in the expected type, so it rejects the cast.

The repair first states the inequality as `hne : b ≠ a`, which fixes both elements. There `rintro rfl` assumes them equal and identifies them, so that `ha` says just what `hb'` denies, and `hb' ha` is the contradiction. The `rw` then receives `hne`, with nothing left to infer about which elements are meant.

Fix (accepted with no message):

```diff
@@ -40,5 +40,8 @@
     congr 1
     refine Finset.sum_congr rfl fun a ha => ?_
-    rw [Finset.erase_insert_of_ne (fun h => hb' (h ▸ ha))]
+    have hne : b ≠ a := by
+      rintro rfl
+      exact hb' ha
+    rw [Finset.erase_insert_of_ne hne]
   have h2 : raise N (lower N f) A =
       (A.card : ℝ) * f A + ∑ a ∈ A, ∑ b ∈ Aᶜ, f (insert b (A.erase a)) := by
```
